# Over three-dimensional space the attenuated kernel erfc(ωr)/r integrates to π/ω² for ω > 0, and its Coulomb limit 1/r is not integrable

Density fitting replaces an orbital product by a linear combination of fixed auxiliary functions, with coefficients chosen to minimise the self-interaction of the fitting error under a kernel called the metric. With the Coulomb kernel 1/r, where r is the distance between two points, the weight over all space diverges:

∫₀^R 4π r² (1/r) dr = 2π R² → ∞ as the cutoff radius R → ∞

The same slow decay appears in the Coulomb interaction of two well-separated functions with net charges q and q′, which falls off like q q′/d in their distance d; its effect on the fitting coefficients is not derived here. Multiplying by erfc(ωr), with an inverse length ω > 0 that sets the range, makes the weight finite. The theorems concern the bare kernel only, and say nothing about basis functions, fitting coefficients or positivity of the metric matrix.

## The functions

```lean
import Mathlib

open Real MeasureTheory Set Filter Topology

namespace AttenuatedMetric

noncomputable section
```

These lines load Mathlib and shorten names: `Ioi x` is the half-line t > x, `atTop` means "towards +∞", and `𝓝 a` means "towards a".

```lean
/-- The complementary error function, `(2/√π) ∫_{t > x} exp(-t²) dt`. -/
def erfc (x : ℝ) : ℝ := 2 / √π * ∫ t in Ioi x, exp (-t ^ 2)
```

Lean reads `-t ^ 2` as −(t²), so this is

erfc x = (2/√π) ∫ₓ^∞ exp(−t²) dt

```lean
/-- The attenuated Coulomb kernel `erfc(ω r)/r` at distance `r`. -/
def attenuated (ω r : ℝ) : ℝ := erfc (ω * r) / r
```

`attenuated ω r` is erfc(ωr)/r, in atomic units, with no prefactor.

```lean
/-- The Coulomb kernel `1/r`. -/
def coulomb (r : ℝ) : ℝ := 1 / r
```

`coulomb r` is 1/r.

```lean
/-- The function `F(x) = (x²/2 - 1/4) erfc x - x exp(-x²)/(2√π)`. -/
def primitive (x : ℝ) : ℝ :=
  (x ^ 2 / 2 - 1 / 4) * erfc x - x * exp (-x ^ 2) / (2 * √π)
```

`primitive` means antiderivative here, not a primitive Gaussian. It is the function

F(x) = (x²/2 − 1/4) erfc x − x exp(−x²)/(2√π)

## Properties of erfc and F

```lean
/-- `erfc 0 = 1`. -/
theorem erfc_zero : erfc 0 = 1 := by
  have h := integral_gaussian_Ioi 1
  simp only [neg_mul, one_mul, div_one] at h
  have hs : √π ≠ 0 := by positivity
  unfold erfc
  rw [h]
  field_simp
```

`integral_gaussian_Ioi 1` supplies ∫₀^∞ exp(−t²) dt = √π/2, and the prefactor 2/√π turns it into erfc 0 = 1.

```lean
/-- `erfc` is nowhere negative. -/
theorem erfc_nonneg (x : ℝ) : 0 ≤ erfc x :=
  mul_nonneg (by positivity) (integral_nonneg fun _ => (exp_pos _).le)
```

A positive constant times the integral of a positive function is not negative.

```lean
/-- The derivative of `erfc` is `-(2/√π) exp(-x²)`. -/
theorem hasDerivAt_erfc (x : ℝ) : HasDerivAt erfc (2 / √π * -exp (-x ^ 2)) x := by
  have hint : Integrable fun t : ℝ => exp (-t ^ 2) := by
    simpa using integrable_exp_neg_mul_sq (one_pos : (0 : ℝ) < 1)
  have hc : Continuous fun t : ℝ => exp (-t ^ 2) := by fun_prop
  -- the tail beyond `y` is the half-line integral minus the part over `(0, y)`
  have key : erfc = fun y => 2 / √π *
      ((∫ t in Ioi (0 : ℝ), exp (-t ^ 2)) - ∫ t in (0 : ℝ)..y, exp (-t ^ 2)) := by
    funext y
    have h1 := integral_add_compl (measurableSet_Iic (a := y)) hint
    have h2 := integral_add_compl (measurableSet_Iic (a := (0 : ℝ))) hint
    have h3 := intervalIntegral.integral_Iic_sub_Iic (a := 0) (b := y)
      hint.integrableOn hint.integrableOn
    rw [compl_Iic] at h1 h2
    unfold erfc
    congr 1
    linarith
  rw [key]
  have h := ((hc.integral_hasStrictDerivAt 0 x).hasDerivAt.const_sub
    (∫ t in Ioi (0 : ℝ), exp (-t ^ 2))).const_mul (2 / √π)
  exact h
```

`HasDerivAt f d x` says that f is differentiable at x with derivative d. The step `key` rewrites the tail,

erfc y = (2/√π) [ ∫₀^∞ exp(−t²) dt − ∫₀^y exp(−t²) dt ]

and the fundamental theorem of calculus gives erfc′(x) = −(2/√π) exp(−x²).

```lean
/-- `F` is a primitive of `x erfc x`. -/
theorem hasDerivAt_primitive (x : ℝ) : HasDerivAt primitive (x * erfc x) x := by
  have hsq : HasDerivAt (fun y : ℝ => y ^ 2) (2 * x) x := by
    simpa using hasDerivAt_pow 2 x
  have h2 : HasDerivAt (fun y : ℝ => exp (-y ^ 2)) (exp (-x ^ 2) * -(2 * x)) x :=
    hsq.fun_neg.exp
  have h := (((hsq.div_const 2).sub_const (1 / 4)).fun_mul (hasDerivAt_erfc x)).fun_sub
    (((hasDerivAt_id' x).fun_mul h2).div_const (2 * √π))
  refine h.congr_deriv ?_
  ring
```

The product rule (`fun_mul`) on both terms of F gives

F′(x) = x erfc x − (x² − 1/2) exp(−x²)/√π − (1/2 − x²) exp(−x²)/√π = x erfc x

and `ring` performs the cancellation.

```lean
/-- `F(x)` tends to zero as `x` tends to infinity. -/
theorem tendsto_primitive : Tendsto primitive atTop (𝓝 0) := by
  have hint : Integrable fun t : ℝ => exp (-t ^ 2) := by
    simpa using integrable_exp_neg_mul_sq (one_pos : (0 : ℝ) < 1)
  have hg : ∀ t : ℝ, 1 ≤ t → exp (-t ^ 2) ≤ exp (-t) := fun t ht =>
    exp_le_exp.2 (by nlinarith [mul_nonneg (zero_le_one.trans ht) (sub_nonneg.2 ht)])
  -- crude exponential majorant of the Gaussian tail
  have hb : ∀ x : ℝ, 1 ≤ x → erfc x ≤ 2 / √π * exp (-x) := by
    intro x hx
    have hexp : IntegrableOn (fun t : ℝ => exp (-t)) (Ioi x) := by
      simpa using exp_neg_integrableOn_Ioi x (one_pos : (0 : ℝ) < 1)
    unfold erfc
    rw [← integral_exp_neg_Ioi x]
    refine mul_le_mul_of_nonneg_left ?_ (by positivity)
    exact setIntegral_mono_on hint.integrableOn hexp measurableSet_Ioi
      fun t ht => hg t (hx.trans (le_of_lt ht))
  have hn : ∀ n : ℕ, Tendsto (fun x : ℝ => x ^ n * erfc x) atTop (𝓝 0) := by
    intro n
    have h := (tendsto_pow_mul_exp_neg_atTop_nhds_zero n).const_mul (2 / √π)
    rw [mul_zero] at h
    refine squeeze_zero' ?_ ?_ h
    · filter_upwards [eventually_ge_atTop (1 : ℝ)] with x hx
      exact mul_nonneg (pow_nonneg (zero_le_one.trans hx) n) (erfc_nonneg x)
    · filter_upwards [eventually_ge_atTop (1 : ℝ)] with x hx
      calc x ^ n * erfc x ≤ x ^ n * (2 / √π * exp (-x)) :=
            mul_le_mul_of_nonneg_left (hb x hx) (pow_nonneg (zero_le_one.trans hx) n)
        _ = 2 / √π * (x ^ n * exp (-x)) := by ring
  have h2 : Tendsto (fun x : ℝ => x * exp (-x ^ 2)) atTop (𝓝 0) := by
    refine squeeze_zero' ?_ ?_ (tendsto_pow_mul_exp_neg_atTop_nhds_zero 1)
    · filter_upwards [eventually_ge_atTop (1 : ℝ)] with x hx
      exact mul_nonneg (zero_le_one.trans hx) (exp_pos _).le
    · filter_upwards [eventually_ge_atTop (1 : ℝ)] with x hx
      rw [pow_one]
      exact mul_le_mul_of_nonneg_left (hg x hx) (zero_le_one.trans hx)
  have h := (((hn 2).div_const 2).sub ((hn 0).div_const 4)).sub (h2.div_const (2 * √π))
  simp only [zero_div, sub_zero] at h
  refine h.congr fun x => ?_
  simp only [primitive]
  ring
```

`Tendsto primitive atTop (𝓝 0)` reads F(x) → 0 as x → ∞. For t ≥ 1 one has t² ≥ t, so exp(−t²) ≤ exp(−t) (`hg`). Integrating from x ≥ 1 gives `hb`:

erfc x ≤ (2/√π) exp(−x)

Since xⁿ exp(−x) → 0 for every natural number n, squeezing gives xⁿ erfc x → 0 (`hn`) and x exp(−x²) → 0 (`h2`). The cases n = 2 and n = 0 finish the sum.

## The radial integral

```lean
/-- For `ω > 0` the radial integrand `4π r² erfc(ω r)/r` is integrable over `r > 0`
and its integral is `π/ω²`. -/
theorem radial_integral {ω : ℝ} (hω : 0 < ω) :
    IntegrableOn (fun r => 4 * π * r ^ 2 * attenuated ω r) (Ioi 0) ∧
      ∫ r in Ioi (0 : ℝ), 4 * π * r ^ 2 * attenuated ω r = π / ω ^ 2 := by
  -- `(4π/ω²) F(ω r)` is a primitive of the nonnegative integrand
  have hd : ∀ r : ℝ, HasDerivAt (fun y => 4 * π / ω ^ 2 * primitive (ω * y))
      (4 * π / ω ^ 2 * (ω * r * erfc (ω * r) * (ω * 1))) r := by
    intro r
    have h := ((hasDerivAt_primitive (ω * r)).comp r
      ((hasDerivAt_id' r).const_mul ω)).const_mul (4 * π / ω ^ 2)
    exact h
  have hd' : ∀ r ∈ Ioi (0 : ℝ), HasDerivAt (fun y => 4 * π / ω ^ 2 * primitive (ω * y))
      (4 * π * r ^ 2 * attenuated ω r) r := by
    intro r hr
    have hr' : r ≠ 0 := ne_of_gt hr
    have hω' : ω ≠ 0 := hω.ne'
    refine (hd r).congr_deriv ?_
    unfold attenuated
    field_simp
  have hpos : ∀ r ∈ Ioi (0 : ℝ), 0 ≤ 4 * π * r ^ 2 * attenuated ω r := fun r hr =>
    mul_nonneg (by positivity) (div_nonneg (erfc_nonneg _) (le_of_lt hr))
  have hl : Tendsto (fun y => 4 * π / ω ^ 2 * primitive (ω * y)) atTop
      (𝓝 (4 * π / ω ^ 2 * 0)) := by
    have h := (tendsto_primitive.comp (tendsto_id.const_mul_atTop hω)).const_mul
      (4 * π / ω ^ 2)
    exact h
  have hc := (hd 0).continuousAt.continuousWithinAt (s := Ici 0)
  refine ⟨integrableOn_Ioi_deriv_of_nonneg hc hd' hpos hl, ?_⟩
  have h := integral_Ioi_of_hasDerivAt_of_nonneg hc hd' hpos hl
  rw [h]
  simp only [primitive, mul_zero, erfc_zero]
  ring
```

For every real ω > 0 there are two claims, joined by `∧`: the integrand is `IntegrableOn` the half-line r > 0, meaning that the Lebesgue integral of its absolute value is finite, and the integral is π/ω². For r > 0 the chain rule gives (`hd`, `hd'`)

d/dr [ (4π/ω²) F(ωr) ] = (4π/ω²) · ωr erfc(ωr) · ω = 4π r² erfc(ωr)/r

The integrand is nonnegative (`hpos`), and its antiderivative is continuous at 0 (`hc`) and tends to 0 at infinity (`hl`, which uses ω > 0 so that ωr → ∞; for ω < 0 the antiderivative grows without bound). These facts give integrability, and with F(0) = −1/4,

∫₀^∞ 4π r² erfc(ωr)/r dr = 0 − (4π/ω²)(−1/4) = π/ω²

## The Coulomb limit

```lean
/-- At fixed `r > 0` the attenuated kernel lies strictly below `1/r` for every `ω > 0`
and tends to `1/r` as `ω` tends to zero. -/
theorem coulomb_limit {r : ℝ} (hr : 0 < r) :
    (∀ ω, 0 < ω → attenuated ω r < coulomb r) ∧
      Tendsto (fun ω => attenuated ω r) (𝓝 0) (𝓝 (coulomb r)) := by
  constructor
  · intro ω hω
    have ha : StrictAnti erfc := strictAnti_of_deriv_neg fun x => by
      rw [(hasDerivAt_erfc x).deriv]
      exact mul_neg_of_pos_of_neg (by positivity) (neg_lt_zero.2 (exp_pos _))
    have h := ha (mul_pos hω hr)
    rw [erfc_zero] at h
    exact div_lt_div_of_pos_right h hr
  · have hc : Continuous erfc :=
      continuous_iff_continuousAt.2 fun x => (hasDerivAt_erfc x).continuousAt
    have h : Continuous fun ω : ℝ => erfc (ω * r) / r :=
      (hc.comp (continuous_id.mul continuous_const)).div_const r
    exact h.tendsto' 0 _ (by simp [coulomb, erfc_zero])
```

At fixed r > 0, erfc(ωr)/r < 1/r for every ω > 0, and erfc(ωr)/r → 1/r as ω → 0 from either side. A negative derivative makes erfc strictly decreasing (`StrictAnti erfc`), so erfc(ωr) < erfc 0 = 1, and division by r keeps the inequality. Differentiability gives continuity in ω, so the limit is the value at ω = 0. The theorem states this limit at each fixed r and gives no rate.

```lean
/-- The radial integrand `4π r² (1/r)` of the Coulomb kernel is not integrable over `r > 0`. -/
theorem coulomb_not_integrable :
    ¬ IntegrableOn (fun r => 4 * π * r ^ 2 * coulomb r) (Ioi 0) := by
  intro h
  -- its integral `I` would bound `π/ω²` for every `ω > 0`
  have hle : ∀ ω, 0 < ω → π / ω ^ 2 ≤ ∫ r in Ioi (0 : ℝ), 4 * π * r ^ 2 * coulomb r := by
    intro ω hω
    rw [← (radial_integral hω).2]
    exact setIntegral_mono_on (radial_integral hω).1 h measurableSet_Ioi fun r hr =>
      mul_le_mul_of_nonneg_left ((coulomb_limit hr).1 ω hω).le (by positivity)
  generalize (∫ r in Ioi (0 : ℝ), 4 * π * r ^ 2 * coulomb r) = I at hle
  have h1 := hle 1 one_pos
  rw [one_pow, div_one] at h1
  have hI1 : 0 < I - 1 := by linarith [pi_gt_three]
  have hI : 0 < I := by linarith
  have h2 := hle (1 / I) (by positivity)
  have h3 : π / (1 / I) ^ 2 = π * I ^ 2 := by field_simp
  rw [h3] at h2
  nlinarith [mul_pos (sub_pos.2 pi_gt_three) (mul_pos hI hI), mul_pos hI hI1]
```

The sign `¬` negates: 4π r² (1/r) is not integrable over r > 0. The proof compares kernels. If the integral were a number I, the bound above would give (`hle`)

π/ω² ≤ I for all ω > 0

At ω = 1 this gives I ≥ π > 1. At ω = 1/I it gives π I² ≤ I, which contradicts π I > 1; `nlinarith` closes this step using π > 3.

## Three dimensions

```lean
/-- For `ω > 0` the kernel `erfc(ω‖x‖)/‖x‖` is integrable over three-dimensional space
and its integral is `π/ω²`. -/
theorem space_integral {ω : ℝ} (hω : 0 < ω) :
    Integrable (fun x : EuclideanSpace ℝ (Fin 3) => attenuated ω ‖x‖) ∧
      ∫ x : EuclideanSpace ℝ (Fin 3), attenuated ω ‖x‖ = π / ω ^ 2 := by
  have hval : ∫ x : EuclideanSpace ℝ (Fin 3), attenuated ω ‖x‖ = π / ω ^ 2 := by
    -- polar coordinates, with unit-ball volume `4π/3`
    have h := integral_fun_norm_addHaar (volume : Measure (EuclideanSpace ℝ (Fin 3)))
      (attenuated ω)
    have hv : (volume : Measure (EuclideanSpace ℝ (Fin 3))).real (Metric.ball 0 1)
        = π * 4 / 3 := by
      rw [measureReal_def, EuclideanSpace.volume_ball_fin_three]
      simp only [ENNReal.ofReal_one, one_pow, one_mul]
      exact ENNReal.toReal_ofReal (by positivity)
    have h2 : ∫ r in Ioi (0 : ℝ), 4 * π * r ^ 2 * attenuated ω r
        = 4 * π * ∫ r in Ioi (0 : ℝ), r ^ 2 * attenuated ω r := by
      rw [← integral_const_mul]
      simp only [mul_assoc]
    rw [h, finrank_euclideanSpace_fin, hv, ← (radial_integral hω).2, h2]
    simp only [nsmul_eq_mul, smul_eq_mul, Nat.cast_ofNat, show (3 - 1 : ℕ) = 2 from rfl]
    ring
  refine ⟨?_, hval⟩
  by_contra hn
  rw [integral_undef hn] at hval
  have : 0 < π / ω ^ 2 := by positivity
  linarith
```

`EuclideanSpace ℝ (Fin 3)` is ordinary space with its volume measure, and `‖x‖` is the length of the vector x. For ω > 0 the kernel is integrable and

∫ erfc(ω‖x‖)/‖x‖ d³x = π/ω²

`integral_fun_norm_addHaar` is integration in polar coordinates: dimension 3 times the unit-ball volume 4π/3 (`hv`) times ∫₀^∞ r² erfc(ωr)/r dr, which is the radial result. Two conventions enter here: division by zero gives 0, which affects only the point x = 0, and a non-integrable function is assigned the integral 0, so the positive value π/ω² itself forces integrability.

```lean
/-- For `ω > 0`, `4π r² erfc(ω r)/r` is integrable over `r > 0` with integral `π/ω²`; for
`r > 0` the kernel lies below `1/r` and tends to it as `ω → 0`; and `4π r² (1/r)` is not
integrable over `r > 0`. -/
theorem attenuated_metric :
    (∀ ω : ℝ, 0 < ω → IntegrableOn (fun r => 4 * π * r ^ 2 * attenuated ω r) (Ioi 0) ∧
      ∫ r in Ioi (0 : ℝ), 4 * π * r ^ 2 * attenuated ω r = π / ω ^ 2) ∧
    (∀ r : ℝ, 0 < r → (∀ ω, 0 < ω → attenuated ω r < coulomb r) ∧
      Tendsto (fun ω => attenuated ω r) (𝓝 0) (𝓝 (coulomb r))) ∧
    ¬ IntegrableOn (fun r => 4 * π * r ^ 2 * coulomb r) (Ioi 0) :=
  ⟨fun _ hω => radial_integral hω, fun _ hr => coulomb_limit hr, coulomb_not_integrable⟩

end

end AttenuatedMetric
```

`attenuated_metric` joins the three radial statements: the integral π/ω² for ω > 0, the strict bound by 1/r for r > 0 and ω > 0 (for ω < 0 the kernel lies above 1/r), the limit ω → 0 for r > 0, and the failure of integrability for 1/r. The three-dimensional form stands separately in `space_integral`, for the attenuated kernel only.

```lean
#print axioms AttenuatedMetric.space_integral
#print axioms AttenuatedMetric.attenuated_metric
```

```
'AttenuatedMetric.space_integral' depends on axioms: [propext, Classical.choice, Quot.sound]
'AttenuatedMetric.attenuated_metric' depends on axioms: [propext, Classical.choice, Quot.sound]
```
